# A binomial coefficient counts the configurations of least orbital energy in two levels with at most one electron per orbital

Take one orbital at energy $a$, two orbitals at a higher energy $b$, and two electrons that may not share an orbital. There are three ways to place them. Two of these put one electron below and one above, at energy $a+b$; the third leaves the lower orbital empty, at energy $2b$. The lowest energy is $a+b$, and it occurs twice, because the electron that finds no room below can choose between two upper orbitals.

The same question arises for a d shell in a crystal field. An octahedral field splits the five orbitals into three lower and two upper ones. If the electrons all have parallel spin, each orbital holds at most one of them, and one asks how many arrangements share the lowest energy. In general let $p$ orbitals lie at energy $a$ and $q$ orbitals at energy $b>a$, and place $k$ electrons. For non-interacting electrons of parallel spin the answer is

$$
g(k)=\begin{cases}\binom{p}{k}, & k\le p,\\[2pt] \binom{q}{k-p}, & k>p.\end{cases}
$$

## Single occupancy and additive energies

Two physical assumptions sit in the definitions. The first is the Pauli principle for electrons of one spin direction: a configuration is a set of orbitals, so each orbital is occupied once or not at all. The second is that the electrons do not interact, so the total energy is the sum of the occupied orbital energies.

```lean
import Mathlib

open Finset

namespace GroundConfigurationDegeneracy

noncomputable section

/-- The total energy of a set `s` of singly occupied orbitals, where each orbital of the
level `L` has energy `a` and each orbital of the level `U` has energy `b`. -/
def energy {L U : Type*} (a b : ℝ) (s : Finset (L ⊕ U)) : ℝ :=
  ∑ i ∈ s, Sum.elim (fun _ => a) (fun _ => b) i
```

The orbitals form the type `L ⊕ U`, the disjoint union of the two levels. The letters stand for "lower" and "upper", not for an angular momentum or a repulsion parameter. The energies `a` and `b` are real numbers, and nothing yet says which is larger.

```lean
/-- The ground configurations of `k` electrons: the `k`-element sets of orbitals whose energy
does not exceed that of any other `k`-element set. -/
def groundConfigs (L U : Type*) [Fintype L] [Fintype U] (a b : ℝ) (k : ℕ) :
    Finset (Finset (L ⊕ U)) :=
  (powersetCard k univ).filter
    (fun s => ∀ t ∈ powersetCard k (univ : Finset (L ⊕ U)), energy a b s ≤ energy a b t)
```

`groundConfigs L U a b k` collects the $k$-element sets whose energy does not exceed that of any other $k$-element set. The rule of filling from below is therefore a consequence and not part of the definition. The word "configuration" is used more finely here than in textbooks: $t_{2g}^2$ is usually called one configuration, whereas here it comprises three, one for each pair of occupied orbitals.

By hand, let $m$ be the number of electrons in the upper level. Then $k-m$ electrons are in the lower level, and

$$
E=(k-m)\,a+m\,b=k\,a+m\,(b-a).
$$

```lean
variable {L U : Type*} {a b : ℝ}

/-- The energy is `a` for every electron, plus the splitting `b - a` for every electron in
the level `U`. -/
theorem energy_eq (s : Finset (L ⊕ U)) :
    energy a b s = s.card * a + s.toRight.card * (b - a) := by
  have hs : energy a b s = s.toLeft.card * a + s.toRight.card * b := by
    unfold energy
    conv_lhs => rw [← Finset.toLeft_disjSum_toRight (u := s)]
    rw [Finset.sum_disjSum]
    simp
  have hc : (s.toLeft.card : ℝ) + s.toRight.card = s.card := by
    exact_mod_cast Finset.card_toLeft_add_card_toRight (u := s)
  rw [hs, ← hc]
  ring
```

In Lean, `s.toLeft` and `s.toRight` are the occupied lower and upper orbitals, so $m$ is `s.toRight.card`. The proof of `energy_eq` writes `s` as the disjoint union of these two parts, sums over each, and replaces the sum of the two populations by `s.card`.

If both spin directions are allowed, the elements of `L` and `U` can be read as spin-orbitals, and $p$ and $q$ double; one electron in an octahedral field then has six ground configurations instead of three. Without additivity the formula for $E$ fails. In a real ion the electrons repel each other, which the definition of `energy` leaves out: depending on the number of electrons, the repulsion can give different energies to arrangements with the same $m$, and it can mix arrangements with different $m$.

## A positive gap and a fixed number of electrons

The hypothesis `hab : a < b` says that the level splitting $b-a$ is positive. In the octahedral case this splitting is the crystal-field parameter $\Delta$, the energy needed to lift one electron from the lower level to the upper one. The hypothesis `hst : s.card = t.card` says that only arrangements with the same number of electrons are compared, as for an ion in a given oxidation state.

By hand, two arrangements with $k$ electrons and upper populations $m$ and $m'$ satisfy

$$
E-E'=(m-m')(b-a),
$$

and since $b-a>0$, $E\le E'$ holds exactly when $m\le m'$.

```lean
/-- For `a < b` and equal electron number, one configuration is at most as high in energy as
another exactly when it has at most as many electrons in the upper level. -/
theorem energy_le_iff (hab : a < b) {s t : Finset (L ⊕ U)} (hst : s.card = t.card) :
    energy a b s ≤ energy a b t ↔ s.toRight.card ≤ t.toRight.card := by
  have hpos : 0 < b - a := sub_pos.mpr hab
  rw [energy_eq s, energy_eq t, hst]
  constructor
  · intro h
    have h' : (s.toRight.card : ℝ) ≤ t.toRight.card :=
      le_of_mul_le_mul_right (by linarith) hpos
    exact_mod_cast h'
  · intro h
    have h' : (s.toRight.card : ℝ) ≤ t.toRight.card := by exact_mod_cast h
    have := mul_le_mul_of_nonneg_right h' hpos.le
    linarith
```

The proof uses `hst` to make the two terms in $a$ equal. It uses `hab` twice: once to cancel the positive factor $b-a$, and once to multiply by it.

If the electron numbers may differ, the equivalence can fail. For $a>0$, one electron in the lower level has a higher energy than no electron at all, although both arrangements have an empty upper level.

The next lemma unfolds the definition of a ground configuration into the form used below: $k$ electrons, and an energy no higher than that of any other set of $k$ electrons.

```lean
variable [Fintype L] [Fintype U] {k : ℕ}

/-- A configuration is a ground configuration of `k` electrons exactly when it holds `k`
electrons and no configuration of `k` electrons has lower energy. -/
theorem mem_groundConfigs {s : Finset (L ⊕ U)} :
    s ∈ groundConfigs L U a b k ↔
      s.card = k ∧ ∀ t : Finset (L ⊕ U), t.card = k → energy a b s ≤ energy a b t := by
  simp only [groundConfigs, mem_filter, mem_powersetCard, subset_univ, true_and]
```

## Room for every electron in the lower level

Suppose $k\le p$. Physically, the lower level can take all the electrons. Some arrangement then has $m=0$, and no arrangement has less. Hence the ground configurations are exactly those with an empty upper level.

```lean
/-- If `a < b` and the lower level can hold all `k` electrons, the ground configurations are
the `k`-electron configurations with an empty upper level. -/
theorem ground_iff_upper_empty (hab : a < b) (hk : k ≤ Fintype.card L)
    {s : Finset (L ⊕ U)} :
    s ∈ groundConfigs L U a b k ↔ s.card = k ∧ s.toRight = ∅ := by
  rw [mem_groundConfigs]
  refine and_congr_right fun hs => ⟨fun h => ?_, fun h t ht => ?_⟩
  · -- compare with a configuration lying wholly in the lower level
    obtain ⟨v, -, hv⟩ := Finset.exists_subset_card_eq (s := (univ : Finset L)) (n := k)
      (by rwa [card_univ])
    have ht : (v.disjSum (∅ : Finset U)).card = k := by simp [hv]
    have h1 := (energy_le_iff hab (hs.trans ht.symm)).1 (h _ ht)
    rw [Finset.toRight_disjSum, card_empty] at h1
    exact card_eq_zero.1 (Nat.le_zero.1 h1)
  · rw [energy_le_iff hab (hs.trans ht.symm), h, card_empty]
    exact Nat.zero_le _
```

The hypothesis `hk` enters where the proof needs a competitor: it picks `v`, a set of $k$ lower orbitals, and compares the given ground configuration with it. The upper population of the ground configuration is then at most zero. In the other direction, a configuration with an empty upper level has $m=0$, which is at most any other population.

When $p<k\le p+q$ the statement fails: ground configurations exist, but none of them has an empty upper level.

## At least as many electrons as lower orbitals

Suppose now $k\ge p$. The lower level holds at most $p$ electrons, so $k-m\le p$, that is, $m\ge k-p$. Equality means that the lower level is full. If any arrangement of $k$ electrons exists, one with a full lower level exists too, so the ground configurations are exactly those with $m=k-p$.

```lean
/-- If `a < b` and there are at least as many electrons as lower orbitals, the ground
configurations are the `k`-electron configurations with a full lower level. -/
theorem ground_iff_lower_full (hab : a < b) (hk : Fintype.card L ≤ k)
    {s : Finset (L ⊕ U)} :
    s ∈ groundConfigs L U a b k ↔ s.card = k ∧ s.toLeft = univ := by
  rw [mem_groundConfigs]
  refine and_congr_right fun hs => ?_
  have hsum := Finset.card_toLeft_add_card_toRight (u := s)
  have hle := Finset.card_le_univ s.toLeft
  constructor
  · intro h
    -- fill the lower level and keep only the surplus electrons above
    obtain ⟨v, -, hv⟩ := Finset.exists_subset_card_eq (s := s.toRight)
      (n := k - Fintype.card L) (by omega)
    have ht : ((univ : Finset L).disjSum v).card = k := by
      rw [card_disjSum, card_univ, hv]
      omega
    have h1 := (energy_le_iff hab (hs.trans ht.symm)).1 (h _ ht)
    rw [Finset.toRight_disjSum, hv] at h1
    exact Finset.eq_univ_of_card _ (by omega)
  · intro h t ht
    rw [energy_le_iff hab (hs.trans ht.symm)]
    have h1 := Finset.card_toLeft_add_card_toRight (u := t)
    have h2 := Finset.card_le_univ t.toLeft
    have h3 : s.toLeft.card = Fintype.card L := by rw [h, card_univ]
    omega
```

To show that a ground configuration `s` has a full lower level, the proof fills all lower orbitals and keeps $k-p$ of the upper electrons that `s` already has. There are enough of them, because `s` has at least $k-p$ electrons above. The comparison gives $m\le k-p$, and the count of electrons then leaves no hole below. For the converse, the bound $m\ge k-p$ holds for every competitor `t`, and `omega` finishes the integer arithmetic.

For $k<p$ the statement fails, since $k$ electrons cannot fill the lower level although ground configurations exist.

## Any number of electrons

What remains is to count. For $k\le p$ the only choice is which $k$ of the $p$ lower orbitals are occupied, which gives $\binom{p}{k}$. For $k>p$ the lower level is full, and the only choice is which $k-p$ of the $q$ upper orbitals take the surplus, which gives $\binom{q}{k-p}$.

One would expect to need $k\le p+q$, the condition that the electrons fit into the shell at all. The theorem does without it: for $k>p+q$ there are no configurations, and $\binom{q}{k-p}=0$.

```lean
/-- Ground configuration degeneracy: with `p` orbitals at energy `a` and `q` orbitals at
energy `b > a`, the number of ground configurations of `k` electrons is `C(p, k)` if `k ≤ p`
and `C(q, k - p)` otherwise. -/
theorem card_groundConfigs (hab : a < b) (k : ℕ) :
    (groundConfigs L U a b k).card =
      if k ≤ Fintype.card L then (Fintype.card L).choose k
      else (Fintype.card U).choose (k - Fintype.card L) := by
  classical
  split_ifs with hk
  · -- the free choice is which lower orbitals are occupied
    have himg : groundConfigs L U a b k =
        (powersetCard k (univ : Finset L)).image (fun v => v.disjSum (∅ : Finset U)) := by
      ext s
      rw [ground_iff_upper_empty hab hk]
      simp only [mem_image, mem_powersetCard]
      constructor
      · rintro ⟨hc, hr⟩
        have h1 := Finset.card_toLeft_add_card_toRight (u := s)
        have h0 : s.toRight.card = 0 := card_eq_zero.2 hr
        refine ⟨s.toLeft, ⟨subset_univ _, by omega⟩, ?_⟩
        rw [← hr]
        exact Finset.toLeft_disjSum_toRight
      · rintro ⟨v, ⟨-, hv⟩, rfl⟩
        exact ⟨by simp [hv], Finset.toRight_disjSum⟩
    rw [himg, card_image_of_injective _ (fun v w h => by
      simpa only [Finset.toLeft_disjSum] using congrArg Finset.toLeft h),
      card_powersetCard, card_univ]
  · -- the free choice is which upper orbitals take the surplus electrons
    have himg : groundConfigs L U a b k =
        (powersetCard (k - Fintype.card L) (univ : Finset U)).image
          (fun v => (univ : Finset L).disjSum v) := by
      ext s
      rw [ground_iff_lower_full hab (by omega)]
      simp only [mem_image, mem_powersetCard]
      constructor
      · rintro ⟨hc, hl⟩
        have h1 := Finset.card_toLeft_add_card_toRight (u := s)
        have h0 : s.toLeft.card = Fintype.card L := by rw [hl, card_univ]
        refine ⟨s.toRight, ⟨subset_univ _, by omega⟩, ?_⟩
        rw [← hl]
        exact Finset.toLeft_disjSum_toRight
      · rintro ⟨v, ⟨-, hv⟩, rfl⟩
        refine ⟨?_, Finset.toLeft_disjSum⟩
        rw [card_disjSum, card_univ, hv]
        omega
    rw [himg, card_image_of_injective _ (fun v w h => by
      simpa using congrArg Finset.toRight h), card_powersetCard, card_univ]
```

Here $p$ is `Fintype.card L` and $q$ is `Fintype.card U`; either may be zero. In each case the proof writes the set of ground configurations as the image of a family of subsets of one level, with the other level empty or full. Distinct subsets give distinct configurations, because `toLeft` or `toRight` recovers the subset, so the image has as many elements as the family.

A single ground configuration occurs when the binomial coefficient equals one, which happens at $k=0$, $k=p$ and $k=p+q$ only.

```lean
/-- For `a < b` the ground configuration is unique exactly when there are no electrons, when
they just fill the lower level, or when they fill both levels. -/
theorem unique_ground_iff (hab : a < b) (k : ℕ) :
    (groundConfigs L U a b k).card = 1 ↔
      k = 0 ∨ k = Fintype.card L ∨ k = Fintype.card L + Fintype.card U := by
  rw [card_groundConfigs hab]
  split_ifs with hk <;> rw [Nat.choose_eq_one_iff] <;> omega
```

For the d shell the counts follow by inserting $p=3$, $q=2$ for the octahedral order of levels and $p=2$, $q=3$ for the tetrahedral one.

```lean
/-- Three orbitals below two, as in an octahedral field: one to five electrons, at most one
per orbital, have 3, 3, 1, 2, 1 ground configurations. And two orbitals below three, as in a
tetrahedral field: they have 2, 1, 3, 3, 1. -/
theorem d_shell_degeneracies (hab : a < b) :
    [1, 2, 3, 4, 5].map (fun k => (groundConfigs (Fin 3) (Fin 2) a b k).card)
        = [3, 3, 1, 2, 1] ∧
      [1, 2, 3, 4, 5].map (fun k => (groundConfigs (Fin 2) (Fin 3) a b k).card)
        = [2, 1, 3, 3, 1] := by
  simp only [List.map, card_groundConfigs (L := Fin 3) (U := Fin 2) hab,
    card_groundConfigs (L := Fin 2) (U := Fin 3) hab, Fintype.card_fin]
  decide
```

The types `Fin 3` and `Fin 2` supply three and two labelled orbitals. Nothing about their shape or symmetry enters; the field appears only through the order of the levels and the number of orbitals in each.

In a calculation with non-interacting electrons of parallel spin, the count is the dimension of the space in which a small perturbation must be diagonalised. Take four electrons in an octahedral field, with $a=-\tfrac25\Delta$ and $b=\tfrac35\Delta$. The sorted orbital energies are $a,a,a,b,b$, and filling from below gives $4a+(b-a)=-\tfrac35\Delta$. The fourth electron can go into either upper orbital, so there are two Slater determinants at this energy, and the first-order effect of a weak distortion comes from a $2\times2$ matrix between them. With three electrons there is one determinant, and the first-order shift is a single expectation value.

## When the gap closes

If $b=a$, the term $m(b-a)$ vanishes and every arrangement of $k$ electrons has energy $ka$. All of them are ground configurations, and their number is $\binom{p+q}{k}$.

```lean
/-- Without a splitting, all `p + q` orbitals having the same energy `a`, the number of ground
configurations of `k` electrons is `C(p + q, k)`. -/
theorem card_groundConfigs_no_splitting (a : ℝ) (k : ℕ) :
    (groundConfigs L U a a k).card = (Fintype.card L + Fintype.card U).choose k := by
  unfold groundConfigs
  rw [Finset.filter_true_of_mem, card_powersetCard, card_univ, Fintype.card_sum]
  intro s hs t ht
  rw [energy_eq s, energy_eq t, (mem_powersetCard.1 hs).2, (mem_powersetCard.1 ht).2]
  simp

end

end GroundConfigurationDegeneracy
```

The proof applies `energy_eq` to both configurations being compared. With zero splitting the two energies agree, so the filter in `groundConfigs` removes nothing.

For two electrons in a d shell this gives $\binom52=10$ ground configurations, against three in the octahedral splitting. Any positive gap, however small, brings the number down to three, since only the sign of $b-a$ enters the count. If instead $b<a$, the levels exchange their roles, and the formula for $g(k)$ applies with $p$ and $q$ interchanged.

```lean
#print axioms GroundConfigurationDegeneracy.energy_le_iff
-- 'GroundConfigurationDegeneracy.energy_le_iff' depends on axioms: [propext, Classical.choice, Quot.sound]
#print axioms GroundConfigurationDegeneracy.unique_ground_iff
-- 'GroundConfigurationDegeneracy.unique_ground_iff' depends on axioms: [propext, Classical.choice, Quot.sound]
#print axioms GroundConfigurationDegeneracy.d_shell_degeneracies
-- 'GroundConfigurationDegeneracy.d_shell_degeneracies' depends on axioms: [propext, Classical.choice, Quot.sound]
#print axioms GroundConfigurationDegeneracy.card_groundConfigs_no_splitting
-- 'GroundConfigurationDegeneracy.card_groundConfigs_no_splitting' depends on axioms: [propext, Classical.choice, Quot.sound]
```
